# Phonons of a Ring with Distance-Dependent Exchange at Fixed Spin Correlation

A simple estimate of how magnetic order shifts a phonon frequency adds an exchange term to the spring constant and then uses the ordinary dispersion relation of a chain. For small vibrations along a ring of identical atoms with nearest-neighbour bonds and the same fixed spin correlation on every bond, this step is exact. With the exchange energy of a bond written as \(J\,\mathbf S_n\cdot\mathbf S_{n+1}\), the term to add is the spin correlation times the second derivative of \(J\) with respect to the bond length.

## From bond energy to dispersion

Take \(N\ge 1\) atoms of mass \(M\) on a ring, with displacements \(u_n\) along the ring and site indices read modulo \(N\). Each bond has a spring constant \(k\) and an exchange coupling \(J\) that depends on its length, which is \(a\) in the undistorted ring. The number \(s\) stands for the neighbour spin correlation \(\langle \mathbf S_n\cdot\mathbf S_{n+1}\rangle\), the same on every bond. The energy is

\[
E(u)=\sum_n\Big[\tfrac k2(u_{n+1}-u_n)^2+s\,J(a+u_{n+1}-u_n)\Big].
\]

Displace the atoms by \(tv\), where \(v\) is a fixed pattern and \(t\) a small amplitude, and write \(b_n=v_{n+1}-v_n\). Then

\[
\frac{d}{dt}E(tv)=\sum_n\big[k\,t\,b_n^2+s\,J'(a+t b_n)\,b_n\big].
\]

At \(t=0\) this equals \(sJ'(a)\sum_n b_n\), which is zero because the bond stretches cancel around the ring. The undistorted ring is therefore stationary even if \(J'(a)\neq 0\). A second differentiation gives

\[
\frac{d^2}{dt^2}E(tv)\Big|_{t=0}=K\sum_n b_n^2,\qquad K=k+sJ''(a).
\]

To find the force constants, expand the square and shift the summation index where needed:

\[
\sum_n b_n^2=2\sum_n v_n^2-\sum_n v_nv_{n+1}-\sum_n v_nv_{n-1}
=\sum_n v_n\,(2v_n-v_{n+1}-v_{n-1}).
\]

The second derivative is thus \(v^{T}\Phi v\), where \(\Phi\) is the symmetric matrix with \((\Phi v)_n=K(2v_n-v_{n+1}-v_{n-1})\). A symmetric matrix is determined by its quadratic form, so \(\Phi\) is the force-constant matrix.

Now let \(w_n=e^{iqn}\) with \(q=2\pi m/N\) and \(m\) an integer. Since \(e^{iqN}=1\), the wave closes on itself, and \(w_{n\pm1}=e^{\pm iq}w_n\) holds at every site. Hence

\[
(\Phi w)_n=K(2-e^{iq}-e^{-iq})\,w_n=2K(1-\cos q)\,w_n=4K\sin^2(q/2)\,w_n .
\]

Harmonic motion at frequency \(\omega\) requires \(\Phi w=M\omega^2w\). As \(w\) is nonzero, this holds exactly when

\[
M\omega^2=4\,\big(k+sJ''(a)\big)\sin^2(q/2).
\]

Waves whose indices differ modulo \(N\) are orthogonal. Let \(S=\sum_n \overline{w_n}\,w'_n\) be the overlap of the waves with indices \(m\) and \(m'\). Moving every site by one leaves \(S\) unchanged but also multiplies it by \(e^{i(q'-q)}\). This factor is 1 only if \(N\) divides \(m'-m\), so otherwise \(S=0\). The values \(m=0,\dots,N-1\) then supply \(N\) orthogonal vectors in an \(N\)-dimensional space, which is a complete set; the Lean development stops at the orthogonality and leaves this count to the reader.

## The ring, its energy and its force constants

Sites are elements of `ZMod N`, the integers modulo \(N\), so `n + 1` after the last site is the first one. The instance `NeZero N` excludes only \(N=0\), for which `ZMod N` is the infinite set of all integers and not a finite ring of sites.

```lean
import Mathlib

open Filter Topology Matrix

namespace SpinPhononRing

noncomputable section

variable {N : ℕ} [NeZero N]
```

The energy is the bond sum above. With the plus sign in front of `s * J`, a positive \(J\) favours antiparallel neighbours. The correlation `s` is a given real number that does not respond to the displacements.

```lean
/-- Energy of a ring with displacements `u`: springs `k` and exchange `J` at the
bond length, weighted by the neighbour spin correlation `s`. -/
def ringEnergy (k s a : ℝ) (J : ℝ → ℝ) (u : ZMod N → ℝ) : ℝ :=
  ∑ n, (k / 2 * (u (n + 1) - u n) ^ 2 + s * J (a + (u (n + 1) - u n)))
```

The matrix is written as a sum of three indicator terms. This keeps it correct on the smallest rings: for \(N=2\) both neighbour terms fall on the same entry, giving \(-2K\), and for \(N=1\) everything cancels. It is defined over any commutative ring, so the same formula serves for real and complex entries.

```lean
/-- Force-constant matrix of a ring with nearest-neighbour stiffness `K`. -/
def forceMatrix {R : Type*} [CommRing R] (N : ℕ) (K : R) : Matrix (ZMod N) (ZMod N) R :=
  Matrix.of fun i j => K * (2 * (if j = i then 1 else 0)
    - (if j = i + 1 then 1 else 0) - (if j = i - 1 then 1 else 0))
```

The wavenumber is the phase advance per site, without a unit of length.

```lean
/-- The wavenumber `q = 2πm/N`, for `N ≠ 0`. -/
def wavenumber (N : ℕ) (m : ℤ) : ℝ := 2 * Real.pi * m / N
```

In the wave, `n.val` is the representative of the site between \(0\) and \(N-1\).

```lean
/-- The lattice wave `exp(iqn)` with `q = 2πm/N`, for `N ≠ 0`. -/
def planeWave (N : ℕ) (m : ℤ) : ZMod N → ℂ :=
  fun n => Complex.exp ((n.val : ℂ) * ((wavenumber N m : ℂ) * Complex.I))
```

A normal mode is defined by the eigenvalue equation that Newton's law gives for harmonic motion. The frequency `ω` is real. If \(M>0\) and \(K<0\), no real frequency satisfies the dispersion relation for a wave with \(\sin(q/2)\ne0\), and the ring is unstable against that wave.

```lean
/-- A nonzero pattern `w` is a normal mode of frequency `ω` for masses `M` and force
constants `Φ` if `Φ w = M ω² w`. -/
def IsNormalMode (M : ℝ) (Φ : Matrix (ZMod N) (ZMod N) ℝ) (ω : ℝ) (w : ZMod N → ℂ) : Prop :=
  w ≠ 0 ∧ Φ.map Complex.ofReal *ᵥ w = ((M * ω ^ 2 : ℝ) : ℂ) • w
```

## Two derivatives of the energy

Adding 1 to every site permutes the ring, which justifies each index shift made above.

```lean
/-- A sum over the ring is unchanged when every site is moved by one. -/
theorem sum_shift {R : Type*} [AddCommMonoid R] (f : ZMod N → R) :
    ∑ n, f (n + 1) = ∑ n, f n :=
  Equiv.sum_comp (Equiv.addRight (1 : ZMod N)) f
```

The hypothesis `hJ` says that \(J\) has derivative `J'` at all points near \(a\). For small \(t\) every bond length \(a+tb_n\) lies in that neighbourhood. There are finitely many bonds, so one range of \(t\) serves for all of them, and the chain rule then gives the slope bond by bond.

```lean
/-- The slope of the energy along a displacement pattern `v`, for all small amplitudes. -/
theorem energy_slope {k s a : ℝ} {J J' : ℝ → ℝ}
    (hJ : ∀ᶠ x in 𝓝 a, HasDerivAt J (J' x) x) (v : ZMod N → ℝ) :
    ∀ᶠ t in 𝓝 (0 : ℝ), HasDerivAt (fun t : ℝ => ringEnergy k s a J (t • v))
      (∑ n, (k * t * (v (n + 1) - v n) ^ 2
        + s * J' (a + t * (v (n + 1) - v n)) * (v (n + 1) - v n))) t := by
  have hb : ∀ n, ∀ᶠ t in 𝓝 (0 : ℝ), HasDerivAt J (J' (a + t * (v (n + 1) - v n)))
      (a + t * (v (n + 1) - v n)) := by
    intro n
    have hc : Continuous (fun t : ℝ => a + t * (v (n + 1) - v n)) := by fun_prop
    have ht : Tendsto (fun t : ℝ => a + t * (v (n + 1) - v n)) (𝓝 0) (𝓝 a) := by
      simpa using hc.tendsto 0
    exact ht.eventually hJ
  filter_upwards [Filter.eventually_all.2 hb] with t ht
  have hE : (fun t : ℝ => ringEnergy k s a J (t • v)) = fun t : ℝ =>
      ∑ n, (k / 2 * (t * (v (n + 1) - v n)) ^ 2 + s * J (a + t * (v (n + 1) - v n))) := by
    funext t
    simp only [ringEnergy, Pi.smul_apply, smul_eq_mul, mul_sub]
  rw [hE]
  apply HasDerivAt.fun_sum
  intro n _
  have hl : HasDerivAt (fun t : ℝ => t * (v (n + 1) - v n)) (v (n + 1) - v n) t :=
    hasDerivAt_mul_const _
  have h1 := (hl.fun_pow 2).const_mul (k / 2)
  have h2 := ((ht n).comp t (hl.const_add a)).const_mul s
  refine (h1.fun_add h2).congr_deriv ?_
  simp only [Nat.reduceSub, pow_one, Nat.cast_ofNat]
  ring
```

At \(t=0\) the slope reduces to a multiple of \(\sum_n b_n\), which `hs` shows to be zero.

```lean
/-- The undistorted ring is stationary: the energy slope vanishes along every pattern. -/
theorem uniform_ring_stationary {k s a : ℝ} {J J' : ℝ → ℝ}
    (hJ : ∀ᶠ x in 𝓝 a, HasDerivAt J (J' x) x) (v : ZMod N → ℝ) :
    HasDerivAt (fun t : ℝ => ringEnergy k s a J (t • v)) 0 0 := by
  -- the bond stretches add up to zero around the ring
  have hs : ∑ n, (v (n + 1) - v n) = 0 := by
    rw [Finset.sum_sub_distrib, sum_shift v, sub_self]
  refine (energy_slope hJ v).self_of_nhds.congr_deriv ?_
  simp only [mul_zero, zero_mul, add_zero, zero_add, ← Finset.mul_sum, hs]
```

The second hypothesis, `hJ'`, says that `J'` has derivative `c` at \(a\), so `c` is \(J''(a)\). A \(J\) that is twice continuously differentiable near \(a\) satisfies both hypotheses. The theorem differentiates Lean's `deriv` of the energy. The proof first replaces it by the explicit slope, which is valid because the two agree for all \(t\) near 0, and then differentiates each term.

```lean
/-- The second derivative of the energy along `v` is `(k + s J''(a)) ∑ (v_{n+1} - v_n)²`. -/
theorem energy_curvature {k s a c : ℝ} {J J' : ℝ → ℝ}
    (hJ : ∀ᶠ x in 𝓝 a, HasDerivAt J (J' x) x) (hJ' : HasDerivAt J' c a) (v : ZMod N → ℝ) :
    HasDerivAt (deriv fun t : ℝ => ringEnergy k s a J (t • v))
      ((k + s * c) * ∑ n, (v (n + 1) - v n) ^ 2) 0 := by
  refine HasDerivAt.congr_of_eventuallyEq ?_
    ((energy_slope (k := k) (s := s) hJ v).mono fun t ht => ht.deriv)
  rw [Finset.mul_sum]
  apply HasDerivAt.fun_sum
  intro n _
  have hl : HasDerivAt (fun t : ℝ => t * (v (n + 1) - v n)) (v (n + 1) - v n) 0 :=
    hasDerivAt_mul_const _
  have h0 : HasDerivAt J' c (a + 0 * (v (n + 1) - v n)) := by simpa using hJ'
  have h1 : HasDerivAt (fun t : ℝ => J' (a + t * (v (n + 1) - v n)))
      (c * (v (n + 1) - v n)) 0 :=
    HasDerivAt.comp (h := fun t : ℝ => a + t * (v (n + 1) - v n)) 0 h0 (hl.const_add a)
  have h2 := ((hasDerivAt_id' (0 : ℝ)).const_mul k).mul_const ((v (n + 1) - v n) ^ 2)
  refine (h2.fun_add ((h1.const_mul s).mul_const (v (n + 1) - v n))).congr_deriv ?_
  ring
```

## The matrix behind the curvature

The indicator terms pick out the site and its two neighbours, which gives the action of \(\Phi\) on a displacement.

```lean
/-- The force-constant matrix couples each site to itself and its two neighbours. -/
theorem forceMatrix_mulVec {R : Type*} [CommRing R] (K : R) (u : ZMod N → R) (n : ZMod N) :
    (forceMatrix N K *ᵥ u) n = K * (2 * u n - u (n + 1) - u (n - 1)) := by
  have h : ∀ j, forceMatrix N K n j * u j = K * (2 * (if j = n then u j else 0)
      - (if j = n + 1 then u j else 0) - (if j = n - 1 then u j else 0)) := by
    intro j
    simp only [forceMatrix, Matrix.of_apply]
    split_ifs <;> ring
  simp only [Matrix.mulVec, dotProduct]
  rw [Finset.sum_congr rfl (fun j _ => h j), ← Finset.mul_sum, Finset.sum_sub_distrib,
    Finset.sum_sub_distrib, ← Finset.mul_sum]
  simp
```

The quadratic form follows by expanding both sides, in `hL` and `hR`. The two shifted sums `h1` and `h2` then match the squares and the neighbour products.

```lean
/-- The quadratic form of the force-constant matrix is `K ∑ (v_{n+1} - v_n)²`. -/
theorem forceMatrix_quadratic (K : ℝ) (v : ZMod N → ℝ) :
    v ⬝ᵥ forceMatrix N K *ᵥ v = K * ∑ n, (v (n + 1) - v n) ^ 2 := by
  have h1 := sum_shift (fun n => v n ^ 2)
  have h2 := sum_shift (fun n => v n * v (n - 1))
  simp only [add_sub_cancel_right] at h1 h2
  have hL : v ⬝ᵥ forceMatrix N K *ᵥ v
      = K * (2 * ∑ n, v n ^ 2 - ∑ n, v (n + 1) * v n - ∑ n, v n * v (n - 1)) := by
    simp only [dotProduct, forceMatrix_mulVec, Finset.mul_sum, ← Finset.sum_sub_distrib]
    exact Finset.sum_congr rfl fun n _ => by ring
  have hR : ∑ n, (v (n + 1) - v n) ^ 2
      = ∑ n, v (n + 1) ^ 2 - 2 * ∑ n, v (n + 1) * v n + ∑ n, v n ^ 2 := by
    simp only [Finset.mul_sum, ← Finset.sum_sub_distrib, ← Finset.sum_add_distrib]
    exact Finset.sum_congr rfl fun n _ => by ring
  rw [hL, hR, h1, ← h2]
  ring
```

## Waves on the ring

The step from site \(N-1\) back to site 0 needs care, because there `n.val` falls to 0 instead of rising by one. The proof shows in `hz` that \((e^{iq})^N=1\), so exponents of \(e^{iq}\) may be reduced modulo \(N\).

```lean
/-- Moving one site along the ring multiplies the lattice wave by `exp(iq)`. -/
theorem planeWave_shift (m : ℤ) (n : ZMod N) : planeWave N m (n + 1)
    = Complex.exp ((wavenumber N m : ℂ) * Complex.I) * planeWave N m n := by
  have hN : (N : ℂ) ≠ 0 := Nat.cast_ne_zero.2 (NeZero.ne N)
  -- the wave closes on itself after N sites
  have hz : Complex.exp ((wavenumber N m : ℂ) * Complex.I) ^ N = 1 := by
    rw [← Complex.exp_nat_mul, Complex.exp_eq_one_iff]
    refine ⟨m, ?_⟩
    simp only [wavenumber]
    push_cast
    field_simp
  have hv : (n + 1).val = (n.val + 1) % N := by
    rw [ZMod.val_add, ZMod.val_one_eq_one_mod, Nat.add_mod_mod]
  simp only [planeWave, Complex.exp_nat_mul]
  rw [hv, ← pow_eq_pow_mod _ hz, pow_succ, mul_comm]
```

For the eigenvalue, `hback` derives the backward shift from the forward one. The half-angle formula `hc` then turns \(2-2\cos q\) into \(4\sin^2(q/2)\).

```lean
/-- The force-constant matrix multiplies the lattice wave by the number `4K sin²(q/2)`. -/
theorem planeWave_eigen (K : ℝ) (m : ℤ) :
    (forceMatrix N K).map Complex.ofReal *ᵥ planeWave N m
      = ((4 * K * Real.sin (wavenumber N m / 2) ^ 2 : ℝ) : ℂ) • planeWave N m := by
  have hmap : (forceMatrix N K).map Complex.ofReal = forceMatrix N (K : ℂ) := by
    ext i j
    simp only [forceMatrix, Matrix.map_apply, Matrix.of_apply]
    split_ifs <;> simp
  funext n
  have hback : planeWave N m (n - 1)
      = Complex.exp (-((wavenumber N m : ℂ) * Complex.I)) * planeWave N m n := by
    have h := planeWave_shift m (n - 1)
    rw [sub_add_cancel] at h
    rw [h, ← mul_assoc, ← Complex.exp_add, neg_add_cancel, Complex.exp_zero, one_mul]
  rw [hmap, forceMatrix_mulVec, planeWave_shift, hback, Pi.smul_apply, smul_eq_mul]
  generalize wavenumber N m = q
  -- half-angle formula
  have hc : Real.cos q = 1 - 2 * Real.sin (q / 2) ^ 2 := by
    have h := Real.cos_two_mul (q / 2)
    have h2 := Real.sin_sq_add_cos_sq (q / 2)
    have e : 2 * (q / 2) = q := by ring
    rw [e] at h
    linarith
  have hc' : Complex.cos (q : ℂ) = 1 - 2 * ((Real.sin (q / 2) : ℝ) : ℂ) ^ 2 := by
    rw [← Complex.ofReal_cos, hc]
    simp
  rw [Complex.exp_mul_I, ← neg_mul, Complex.exp_mul_I, Complex.cos_neg, Complex.sin_neg, hc',
    Complex.ofReal_mul, Complex.ofReal_mul, Complex.ofReal_pow, Complex.ofReal_ofNat]
  ring
```

Orthogonality follows the argument by hand. If the overlap were nonzero it could be cancelled, which would force the phase factor to be 1 and \(N\) to divide \(m'-m\).

```lean
/-- Lattice waves whose indices differ modulo `N` are orthogonal. -/
theorem planeWave_orthogonal {m m' : ℤ} (h : ¬ (N : ℤ) ∣ m' - m) :
    ∑ n, star (planeWave N m n) * planeWave N m' n = 0 := by
  have hN : (N : ℝ) ≠ 0 := Nat.cast_ne_zero.2 (NeZero.ne N)
  have hq : ∀ l : ℤ, wavenumber N l * N = 2 * Real.pi * l := fun l => div_mul_cancel₀ _ hN
  have hconj : star (Complex.exp ((wavenumber N m : ℂ) * Complex.I))
      = Complex.exp (-((wavenumber N m : ℂ) * Complex.I)) := by
    rw [← starRingEnd_apply, ← Complex.exp_conj]
    simp
  -- a shift leaves the overlap unchanged but also multiplies it by a phase
  have hS := sum_shift (fun n => star (planeWave N m n) * planeWave N m' n)
  have hterm : ∀ n : ZMod N, star (planeWave N m (n + 1)) * planeWave N m' (n + 1)
      = Complex.exp (-((wavenumber N m : ℂ) * Complex.I) + (wavenumber N m' : ℂ) * Complex.I)
        * (star (planeWave N m n) * planeWave N m' n) := by
    intro n
    rw [planeWave_shift, planeWave_shift, star_mul', hconj, Complex.exp_add]
    ring
  rw [Finset.sum_congr rfl (fun n _ => hterm n), ← Finset.mul_sum] at hS
  by_contra hne
  have h1 := mul_right_cancel₀ hne (hS.trans (one_mul _).symm)
  obtain ⟨l, hl⟩ := Complex.exp_eq_one_iff.1 h1
  have him : -wavenumber N m + wavenumber N m' = l * (2 * Real.pi) := by
    simpa using congrArg Complex.im hl
  have e : 2 * Real.pi * ((m' : ℝ) - m) = 2 * Real.pi * (N * l) := by
    linear_combination (N : ℝ) * him - hq m' + hq m
  have e' := mul_left_cancel₀ Real.two_pi_pos.ne' e
  exact h ⟨l, by exact_mod_cast e'⟩
```

## The dispersion relation

The final theorem has three parts. The matrix with stiffness `k + s * c` is symmetric; its quadratic form is the second derivative of the energy along every pattern `v`; and the wave with index `m` is a normal mode of frequency `ω` exactly when the dispersion relation holds. For the last part, the proof evaluates the eigenvalue equation at site 0, where the wave is nonzero and can be cancelled.

```lean
/-- Spin-phonon dispersion: the energy curvature is the form of a symmetric matrix, for which
`exp(iqn)` is a normal mode of frequency `ω` exactly when
`M ω² = 4 (k + s J''(a)) sin²(q/2)`. -/
theorem spin_phonon_dispersion {k s a c : ℝ} {J J' : ℝ → ℝ} (M : ℝ)
    (hJ : ∀ᶠ x in 𝓝 a, HasDerivAt J (J' x) x) (hJ' : HasDerivAt J' c a) :
    (forceMatrix N (k + s * c)).IsSymm ∧
    (∀ v : ZMod N → ℝ, HasDerivAt (deriv fun t : ℝ => ringEnergy k s a J (t • v))
      (v ⬝ᵥ forceMatrix N (k + s * c) *ᵥ v) 0) ∧
    ∀ (m : ℤ) (ω : ℝ), IsNormalMode M (forceMatrix N (k + s * c)) ω (planeWave N m) ↔
      M * ω ^ 2 = 4 * (k + s * c) * Real.sin (wavenumber N m / 2) ^ 2 := by
  refine ⟨?_, fun v => ?_, fun m ω => ?_⟩
  · ext i j
    have h1 : i = j + 1 ↔ j = i - 1 := ⟨fun h => by rw [h]; ring, fun h => by rw [h]; ring⟩
    have h2 : i = j - 1 ↔ j = i + 1 := ⟨fun h => by rw [h]; ring, fun h => by rw [h]; ring⟩
    have h3 : i = j ↔ j = i := eq_comm
    simp only [Matrix.transpose_apply, forceMatrix, Matrix.of_apply, h1, h2, h3]
    ring
  · rw [forceMatrix_quadratic]
    exact energy_curvature hJ hJ' v
  · have hne : planeWave N m 0 ≠ 0 := Complex.exp_ne_zero _
    constructor
    · rintro ⟨_, h⟩
      rw [planeWave_eigen] at h
      have h0 := congrFun h 0
      simp only [Pi.smul_apply, smul_eq_mul] at h0
      exact (Complex.ofReal_injective (mul_right_cancel₀ hne h0)).symm
    · intro h
      exact ⟨fun h0 => hne (congrFun h0 0), by rw [planeWave_eigen, h]⟩

end

end SpinPhononRing
```

```lean
#print axioms SpinPhononRing.uniform_ring_stationary
-- 'SpinPhononRing.uniform_ring_stationary' depends on axioms: [propext, Classical.choice, Quot.sound]
#print axioms SpinPhononRing.planeWave_orthogonal
-- 'SpinPhononRing.planeWave_orthogonal' depends on axioms: [propext, Classical.choice, Quot.sound]
#print axioms SpinPhononRing.spin_phonon_dispersion
-- 'SpinPhononRing.spin_phonon_dispersion' depends on axioms: [propext, Classical.choice, Quot.sound]
```

The atoms are treated classically and in the harmonic approximation, with motion along the ring only and coupling only between nearest neighbours. Spin dynamics is absent, as is any change of \(a\) with the magnetic state. If two states share the same \(k\) and \(a\) but have correlations \(s_1\) and \(s_2\), subtracting their dispersion relations gives \(M(\omega_1^2-\omega_2^2)=4(s_1-s_2)J''(a)\sin^2(q/2)\). Within this model, the frequency shift therefore measures the curvature of the exchange coupling and not its slope.
